# Hückel moments about α: zero, 2β² per bond, 6β³ per triangle

Let the π system of a molecule have one orbital on each of its atoms, m bonds between these atoms, and t triangles of mutually bonded atoms. A double bond counts as one bond, and atoms outside the π system, such as the hydrogens of benzene, are left out. Give every atom the on-site energy α and every bond the hopping energy β. The Hückel orbital energies ε_i then satisfy

Σ_i (ε_i − α) = 0
Σ_i (ε_i − α)² = 2β² m
Σ_i (ε_i − α)³ = 6β³ t

The question behind these sums is what the connectivity of a molecule says about its levels before anything is diagonalised. For finite, non-interacting models with a single α and a single β, they are the first three moments, taken about α, of the tight-binding density of states. They are sums over levels; many texts divide by the number of levels.

## The Hamiltonian and its levels

The atoms form a finite set `V`, and the bonds are the edges of a simple graph `G`: bonds have no direction, no pair is bonded twice, and no atom is bonded to itself.

```lean
import Mathlib

open Matrix

namespace HuckelMoments

noncomputable section

variable {V : Type*} [Fintype V] [DecidableEq V] (G : SimpleGraph V) [DecidableRel G.Adj]
```

Let A be the adjacency matrix, with A_ij = 1 if atoms i and j are bonded and A_ij = 0 otherwise. The Hamiltonian is

H = α·1 + β·A

Both parameters are arbitrary real numbers, so the usual negative β is included. That a real π system is described by this matrix, with orthonormal atomic orbitals, equal sites, equal bonds and no electron repulsion, is a physical assumption that the theorems do not address.

```lean
/-- The Hückel Hamiltonian of a molecular graph: on-site energy `α` on every atom and
hopping energy `β` on every bond. -/
def huckel (α β : ℝ) : Matrix V V ℝ := α • (1 : Matrix V V ℝ) + β • G.adjMatrix ℝ
```

Since bonding is mutual, Aᵀ = A, and therefore Hᵀ = α·1 + β·Aᵀ = H. For a real matrix this is hermiticity.

```lean
omit [Fintype V] in
/-- The Hückel Hamiltonian is Hermitian. -/
theorem huckel_isHermitian (α β : ℝ) : (huckel G α β).IsHermitian := by
  unfold Matrix.IsHermitian
  rw [Matrix.conjTranspose_eq_transpose_of_trivial]
  simp [huckel, Matrix.transpose_add, Matrix.transpose_smul]
```

H therefore has real eigenvalues, and these are the orbital energies, repeated according to degeneracy. Lean labels them by elements of `V`, but the label only numbers the levels: `orbitalEnergy G α β i` is not the energy of an orbital on atom i.

```lean
/-- The orbital energies: the eigenvalues of the Hückel Hamiltonian, listed with multiplicity. -/
def orbitalEnergy (α β : ℝ) : V → ℝ := (huckel_isHermitian G α β).eigenvalues
```

## Six closed walks for each triangle

A closed walk of three steps goes x → y → z → x along bonds. It is recorded as the ordered triple (x, y, z), so the starting atom and the direction both matter.

```lean
/-- The closed walks of three steps, recorded as ordered triples of successive atoms. -/
def closedTriples : Finset (V × V × V) :=
  Finset.univ.filter fun p => G.Adj p.1 p.2.1 ∧ G.Adj p.2.1 p.2.2 ∧ G.Adj p.2.2 p.1
```

In such a walk each of the three atoms is bonded to the other two. No atom is bonded to itself, so the three are distinct and {x, y, z} is a triangle. Conversely, a triangle {a, b, c} can be walked from three starting atoms in two directions. Hence

number of closed three-step walks = 3 · 2 · t = 6t

The device that carries this count in Lean is `Finset.card_eq_sum_card_fiberwise`. If a map f sends a finite set S into a finite set T, then

|S| = Σ_{s ∈ T} |{p ∈ S : f(p) = s}|

Here f sends a triple to its unordered set of atoms, and T is `G.cliqueFinset 3`, the set of triangles. `hmap` shows that f lands in T. `hfib` shows that every fibre has six members by listing them: each of x, y, z must be a, b or c, and of the 27 cases those with a repeated atom would need a self-bond.

```lean
/-- There are six closed three-step walks for each triangle of the graph. -/
theorem card_closedTriples :
    (closedTriples G).card = 6 * (G.cliqueFinset 3).card := by
  -- the atoms visited by a closed three-step walk form a triangle
  have hmap : ∀ p ∈ closedTriples G,
      ({p.1, p.2.1, p.2.2} : Finset V) ∈ G.cliqueFinset 3 := by
    rintro ⟨x, y, z⟩ h
    simp only [closedTriples, Finset.mem_filter, Finset.mem_univ, true_and] at h
    rw [SimpleGraph.mem_cliqueFinset_iff, SimpleGraph.is3Clique_iff]
    exact ⟨x, y, z, h.1, h.2.2.symm, h.2.1, rfl⟩
  -- each triangle is traversed in six ways: three starting atoms, two directions
  have hfib : ∀ s ∈ G.cliqueFinset 3, ((closedTriples G).filter
      fun p => ({p.1, p.2.1, p.2.2} : Finset V) = s).card = 6 := by
    intro s hs
    rw [SimpleGraph.mem_cliqueFinset_iff, SimpleGraph.is3Clique_iff] at hs
    obtain ⟨a, b, c, hab, hac, hbc, rfl⟩ := hs
    have hlist : ((closedTriples G).filter
        fun p => ({p.1, p.2.1, p.2.2} : Finset V) = {a, b, c}) =
        {(a, b, c), (a, c, b), (b, a, c), (b, c, a), (c, a, b), (c, b, a)} := by
      ext ⟨x, y, z⟩
      simp only [closedTriples, Finset.mem_filter, Finset.mem_univ, true_and,
        Finset.mem_insert, Finset.mem_singleton, Prod.mk.injEq]
      constructor
      · rintro ⟨⟨hxy, hyz, hzx⟩, h⟩
        have hx : x ∈ ({a, b, c} : Finset V) := by rw [← h]; simp
        have hy : y ∈ ({a, b, c} : Finset V) := by rw [← h]; simp
        have hz : z ∈ ({a, b, c} : Finset V) := by rw [← h]; simp
        clear h
        simp only [Finset.mem_insert, Finset.mem_singleton] at hx hy hz
        rcases hx with rfl | rfl | rfl <;> rcases hy with rfl | rfl | rfl <;>
          rcases hz with rfl | rfl | rfl <;> simp_all
      · rintro (⟨rfl, rfl, rfl⟩ | ⟨rfl, rfl, rfl⟩ | ⟨rfl, rfl, rfl⟩ | ⟨rfl, rfl, rfl⟩ |
          ⟨rfl, rfl, rfl⟩ | ⟨rfl, rfl, rfl⟩) <;>
        exact ⟨by simp [hab, hac, hbc, hab.symm, hac.symm, hbc.symm], by
          ext v
          simp only [Finset.mem_insert, Finset.mem_singleton] <;> tauto⟩
    rw [hlist]
    simp [hab.ne, hac.ne, hbc.ne, hab.ne.symm, hac.ne.symm, hbc.ne.symm]
  rw [Finset.card_eq_sum_card_fiberwise
    (f := fun p : V × V × V => ({p.1, p.2.1, p.2.2} : Finset V)) (t := G.cliqueFinset 3)
    (fun p hp => Finset.mem_coe.2 (hmap p (Finset.mem_coe.1 hp))),
    Finset.sum_const_nat hfib, mul_comm]
```

## The traces of A² and A³

A diagonal entry of A² is the number of neighbours d_i of atom i:

(A²)_ii = Σ_j A_ij A_ji = Σ_j A_ij = d_i

Each bond has two ends, so tr A² = Σ_i d_i = 2m. Mathlib supplies both facts.

```lean
/-- The trace of the squared adjacency matrix is twice the number of bonds. -/
theorem trace_adj_sq : (G.adjMatrix ℝ ^ 2).trace = 2 * (G.edgeFinset.card : ℝ) := by
  -- the diagonal entries of the square are the vertex degrees
  simp only [pow_two, Matrix.trace, Matrix.diag_apply,
    SimpleGraph.adjMatrix_mul_self_apply_self]
  exact_mod_cast G.sum_degrees_eq_twice_card_edges
```

For the cube,

tr A³ = Σ_i Σ_j Σ_k A_ij A_jk A_ki

Each product is 1 if i → j → k → i is a closed walk and 0 otherwise, so the trace is the number of closed three-step walks, 6t. The `calc` chain follows this order: expand the trace, recognise the sum as a count, insert the previous result.

```lean
/-- The trace of the cubed adjacency matrix is six times the number of triangles. -/
theorem trace_adj_cube :
    (G.adjMatrix ℝ ^ 3).trace = 6 * ((G.cliqueFinset 3).card : ℝ) := by
  calc (G.adjMatrix ℝ ^ 3).trace
      = ∑ i, ∑ j, ∑ k, (if G.Adj i j ∧ G.Adj j k ∧ G.Adj k i then (1 : ℝ) else 0) := by
        simp only [pow_three, Matrix.trace, Matrix.diag_apply, Matrix.mul_apply,
          Finset.mul_sum, SimpleGraph.adjMatrix_apply]
        refine Finset.sum_congr rfl fun i _ => Finset.sum_congr rfl fun j _ =>
          Finset.sum_congr rfl fun k _ => ?_
        by_cases h1 : G.Adj i j <;> by_cases h2 : G.Adj j k <;>
          by_cases h3 : G.Adj k i <;> simp [h1, h2, h3]
    _ = ((closedTriples G).card : ℝ) := by
        simp only [closedTriples, Finset.card_filter, Nat.cast_sum, Nat.cast_ite,
          Nat.cast_one, Nat.cast_zero, Fintype.sum_prod_type]
    _ = 6 * ((G.cliqueFinset 3).card : ℝ) := by
        rw [card_closedTriples]
        push_cast
        ring
```

## From traces to orbital energies

Let the columns of C be orthonormal molecular orbitals, and let D be the diagonal matrix with entries ε_i − α. Then CᵀC = 1, and subtracting α from H gives

(βA) C = C D

If (βA)ⁿ C = C Dⁿ, then

(βA)ⁿ⁺¹ C = (βA)ⁿ C D = C Dⁿ⁺¹

so the relation holds for every power. Because C is square, CCᵀ = 1 as well, and the cyclic property of the trace gives

Σ_i (ε_i − α)^k = tr D^k = tr(Cᵀ C D^k) = tr(Cᵀ (βA)^k C) = tr((βA)^k) = β^k tr A^k

In the code `star C` is Cᵀ, `hA` is the relation for the first power, and `hpow` is the induction. C itself comes from Mathlib's eigenvector basis for a Hermitian matrix.

```lean
/-- The `k`-th moment of the orbital energies about `α` is `β ^ k` times the trace of the
`k`-th power of the adjacency matrix. -/
theorem moment_eq_trace (α β : ℝ) (k : ℕ) :
    ∑ i, (orbitalEnergy G α β i - α) ^ k = β ^ k * (G.adjMatrix ℝ ^ k).trace := by
  -- the columns of `C` are the molecular orbitals
  obtain ⟨C, hC, hHC⟩ : ∃ C : Matrix V V ℝ, star C * C = 1 ∧
      huckel G α β * C = C * diagonal (orbitalEnergy G α β) := by
    refine ⟨(huckel_isHermitian G α β).eigenvectorUnitary,
      Matrix.mem_unitaryGroup_iff'.1 (huckel_isHermitian G α β).eigenvectorUnitary.2, ?_⟩
    ext i j
    have h := congrFun ((huckel_isHermitian G α β).mulVec_eigenvectorBasis j) i
    rw [Matrix.mul_diagonal]
    exact h.trans (mul_comm _ _)
  have hd : diagonal (fun i => orbitalEnergy G α β i - α) =
      diagonal (orbitalEnergy G α β) - α • (1 : Matrix V V ℝ) := by
    ext i j
    by_cases h : i = j
    · subst h
      simp
    · simp [h]
  -- they also diagonalise the hopping part and its powers
  have hA : (β • G.adjMatrix ℝ) * C =
      C * diagonal (fun i => orbitalEnergy G α β i - α) := by
    rw [hd, mul_sub, ← hHC, huckel, add_mul]
    simp
  have hpow : ∀ n : ℕ, (β • G.adjMatrix ℝ) ^ n * C =
      C * diagonal (fun i => orbitalEnergy G α β i - α) ^ n := by
    intro n
    induction n with
    | zero => simp
    | succ n ih => rw [pow_succ, mul_assoc, hA, ← mul_assoc, ih, mul_assoc, ← pow_succ]
  calc ∑ i, (orbitalEnergy G α β i - α) ^ k
      = (diagonal (fun i => orbitalEnergy G α β i - α) ^ k).trace := by
        simp [Matrix.diagonal_pow, Matrix.trace_diagonal]
    _ = (star C * (C * diagonal (fun i => orbitalEnergy G α β i - α) ^ k)).trace := by
        rw [← mul_assoc, hC, one_mul]
    _ = ((β • G.adjMatrix ℝ) ^ k).trace := by
        rw [← hpow, Matrix.trace_mul_comm, mul_assoc, mul_eq_one_comm.1 hC, mul_one]
    _ = β ^ k * (G.adjMatrix ℝ ^ k).trace := by
        rw [smul_pow, Matrix.trace_smul, smul_eq_mul]
```

It remains to set k = 1, 2, 3. The diagonal of A is zero, so tr A = 0, which is proved inside the next theorem. The other two traces are 2m and 6t.

```lean
/-- The first three moments of the Hückel orbital energies about `α` are zero, `2 β ^ 2` times
the number of bonds, and `6 β ^ 3` times the number of triangles. -/
theorem huckel_moments (α β : ℝ) :
    ∑ i, (orbitalEnergy G α β i - α) = 0 ∧
    ∑ i, (orbitalEnergy G α β i - α) ^ 2 = 2 * β ^ 2 * (G.edgeFinset.card : ℝ) ∧
    ∑ i, (orbitalEnergy G α β i - α) ^ 3 = 6 * β ^ 3 * ((G.cliqueFinset 3).card : ℝ) := by
  refine ⟨?_, ?_, ?_⟩
  · -- no atom is bonded to itself, so the adjacency matrix is traceless
    have h := moment_eq_trace G α β 1
    have h0 : (G.adjMatrix ℝ).trace = 0 := by simp [Matrix.trace]
    simpa only [pow_one, h0, mul_zero] using h
  · rw [moment_eq_trace, trace_adj_sq]
    ring
  · rw [moment_eq_trace, trace_adj_cube]
    ring
```

## What the levels reveal about the graph

If β ≠ 0, then 6β³t = 0 holds exactly when t = 0. In Lean the absence of triangles is written `G.CliqueFree 3`.

```lean
/-- For nonzero hopping, the third moment about `α` vanishes exactly when the molecular graph
has no triangle. -/
theorem third_moment_eq_zero_iff (α : ℝ) {β : ℝ} (hβ : β ≠ 0) :
    ∑ i, (orbitalEnergy G α β i - α) ^ 3 = 0 ↔ G.CliqueFree 3 := by
  rw [(huckel_moments G α β).2.2, ← SimpleGraph.cliqueFinset_eq_empty_iff,
    ← Finset.card_eq_zero]
  simp [hβ]
```

Now take two molecules with the same levels, including degeneracies, at the same α and the same β ≠ 0. Their moments agree, so

2β² m = 2β² m′
6β³ t = 6β³ t′

and dividing by the nonzero factors gives m = m′ and t = t′. The bijection `e` in the statement pairs levels with levels; it need not carry bonds to bonds.

Both of these conclusions fail at β = 0. Compare a triangle of atoms with three isolated atoms: all levels of both equal α, so the spectra agree and both third moments vanish, yet one graph has three bonds and one triangle and the other has none.

```lean
/-- Two molecular graphs whose orbital energies agree, with multiplicity, at the same `α` and
the same nonzero `β` have equally many bonds and equally many triangles. -/
theorem isospectral_counts {W : Type*} [Fintype W] [DecidableEq W] (G' : SimpleGraph W)
    [DecidableRel G'.Adj] (α : ℝ) {β : ℝ} (hβ : β ≠ 0) (e : V ≃ W)
    (h : ∀ i, orbitalEnergy G α β i = orbitalEnergy G' α β (e i)) :
    G.edgeFinset.card = G'.edgeFinset.card ∧
    (G.cliqueFinset 3).card = (G'.cliqueFinset 3).card := by
  -- equal spectra have equal moments
  have hm : ∀ k : ℕ, ∑ i, (orbitalEnergy G α β i - α) ^ k =
      ∑ j, (orbitalEnergy G' α β j - α) ^ k := by
    intro k
    simp only [h]
    exact Equiv.sum_comp e (fun j => (orbitalEnergy G' α β j - α) ^ k)
  have h2 := hm 2
  have h3 := hm 3
  rw [(huckel_moments G α β).2.1, (huckel_moments G' α β).2.1] at h2
  rw [(huckel_moments G α β).2.2, (huckel_moments G' α β).2.2] at h3
  have c2 : 2 * β ^ 2 ≠ 0 := mul_ne_zero two_ne_zero (pow_ne_zero 2 hβ)
  have c3 : 6 * β ^ 3 ≠ 0 := mul_ne_zero (by norm_num) (pow_ne_zero 3 hβ)
  exact ⟨by exact_mod_cast mul_left_cancel₀ c2 h2, by exact_mod_cast mul_left_cancel₀ c3 h3⟩

end

end HuckelMoments
```

```lean
#print axioms HuckelMoments.third_moment_eq_zero_iff
-- 'HuckelMoments.third_moment_eq_zero_iff' depends on axioms: [propext, Classical.choice, Quot.sound]
#print axioms HuckelMoments.isospectral_counts
-- 'HuckelMoments.isospectral_counts' depends on axioms: [propext, Classical.choice, Quot.sound]
```
